# In a truncated electron-gas response, a constant exchange-correlation kernel $f$ shifts the $q^2$ coefficient of the squared plasmon frequency by $nf$

If the $q^2$ term of a plasmon dispersion is put down to the motion of the electrons alone, any exchange-correlation contribution is miscounted as kinetic. For a uniform three-dimensional electron gas, with the response truncated after its first correction, the file below separates the two: in atomic units, at positive density $n$, Fermi velocity $k$ and constant kernel $f$, the coefficient for the squared frequency is $3k^2/5+nf$.

```lean
import Mathlib

open Filter Topology

namespace PlasmonDispersionLocalKernel

noncomputable section

/-- Density response of the electron gas of density `n` and Fermi velocity `k` at wave number `q`
and squared frequency `x`, truncated after the first correction in `q ^ 2 / x`. -/
def response (n k q x : ℝ) : ℝ := n * q ^ 2 / x * (1 + 3 * k ^ 2 * q ^ 2 / (5 * x))

/-- The coupling strength `S(q) = 4 π n + n f q ^ 2`, from the Coulomb interaction and a constant
exchange-correlation kernel `f`. -/
def strength (n f q : ℝ) : ℝ := 4 * Real.pi * n + n * f * q ^ 2

/-- The squared frequencies that solve the truncated plasmon condition at wave number `q`. -/
def plasmonRoots (n k f q : ℝ) : Set ℝ :=
  {x | x ^ 2 = strength n f q * (x + 3 * k ^ 2 * q ^ 2 / 5)}

/-- The root of the truncated plasmon condition with the positive sign of the square root. -/
def plasmonSq (n k f q : ℝ) : ℝ :=
  (strength n f q +
    Real.sqrt (strength n f q ^ 2 + 4 * strength n f q * (3 * k ^ 2 * q ^ 2 / 5))) / 2

/-- At nonzero wave number and frequency, the resonance condition of linear response, interaction
times response equal to one, is the quadratic plasmon condition. -/
theorem resonance_iff_mem_plasmonRoots (n k f : ℝ) {q x : ℝ} (hq : q ≠ 0) (hx : x ≠ 0) :
    (4 * Real.pi / q ^ 2 + f) * response n k q x = 1 ↔ x ∈ plasmonRoots n k f q := by
  have key : (4 * Real.pi / q ^ 2 + f) * response n k q x
      = strength n f q * (x + 3 * k ^ 2 * q ^ 2 / 5) / x ^ 2 := by
    unfold response strength
    field_simp
    try ring
  rw [key, div_eq_one_iff_eq (pow_ne_zero 2 hx)]
  exact eq_comm

/-- For positive coupling strength, `plasmonSq` is the largest solution of the plasmon
condition. -/
theorem plasmonSq_isGreatest (n k f q : ℝ) (hS : 0 < strength n f q) :
    IsGreatest (plasmonRoots n k f q) (plasmonSq n k f q) := by
  have hD : 0 ≤ strength n f q ^ 2 + 4 * strength n f q * (3 * k ^ 2 * q ^ 2 / 5) := by
    positivity
  have hs := Real.sq_sqrt hD
  constructor
  · show plasmonSq n k f q ^ 2 = strength n f q * (plasmonSq n k f q + 3 * k ^ 2 * q ^ 2 / 5)
    unfold plasmonSq
    linear_combination hs / 4
  · intro y hy
    have hy' : y ^ 2 = strength n f q * (y + 3 * k ^ 2 * q ^ 2 / 5) := hy
    -- completing the square bounds every root
    have h : (2 * y - strength n f q) ^ 2
        ≤ strength n f q ^ 2 + 4 * strength n f q * (3 * k ^ 2 * q ^ 2 / 5) := by
      apply le_of_eq
      linear_combination 4 * hy'
    have h2 := le_trans (le_abs_self _) (Real.abs_le_sqrt h)
    unfold plasmonSq
    linarith

/-- For positive coupling strength the squared frequency `plasmonSq` is positive. -/
theorem plasmonSq_pos (n k f q : ℝ) (hS : 0 < strength n f q) : 0 < plasmonSq n k f q := by
  have h := Real.sqrt_nonneg
    (strength n f q ^ 2 + 4 * strength n f q * (3 * k ^ 2 * q ^ 2 / 5))
  unfold plasmonSq
  linarith

/-- In the long-wavelength limit the coupling strength tends to `4 π n`. -/
theorem tendsto_strength (n f : ℝ) :
    Tendsto (fun q => strength n f q) (𝓝[>] 0) (𝓝 (4 * Real.pi * n)) := by
  have hc : Continuous (fun q => strength n f q) := by
    simp only [strength]
    fun_prop
  have h0 : strength n f 0 = 4 * Real.pi * n := by
    unfold strength
    ring
  have h := (hc.tendsto 0).mono_left (nhdsWithin_le_nhds (s := Set.Ioi (0 : ℝ)))
  rwa [h0] at h

/-- At positive density, in the long-wavelength limit, the largest root of the plasmon condition is
positive and tends to the squared plasma frequency `4 π n`. -/
theorem tendsto_largest_root {n k f : ℝ} (hn : 0 < n) {x : ℝ → ℝ}
    (hx : ∀ᶠ q in 𝓝[>] 0, IsGreatest (plasmonRoots n k f q) (x q)) :
    (∀ᶠ q in 𝓝[>] 0, 0 < x q) ∧ Tendsto x (𝓝[>] 0) (𝓝 (4 * Real.pi * n)) := by
  have hp : 0 < 4 * Real.pi * n := by positivity
  have hS := (tendsto_strength n f).eventually_const_lt hp
  have hc : Continuous (fun q => plasmonSq n k f q) := by
    simp only [plasmonSq, strength]
    fun_prop
  have h0 : plasmonSq n k f 0 = 4 * Real.pi * n := by
    have hs : strength n f 0 = 4 * Real.pi * n := by
      unfold strength
      ring
    have hr : (4 * Real.pi * n) ^ 2 + 4 * (4 * Real.pi * n) * (3 * k ^ 2 * 0 ^ 2 / 5)
        = (4 * Real.pi * n) ^ 2 := by ring
    unfold plasmonSq
    rw [hs, hr, Real.sqrt_sq hp.le]
    ring
  have h := (hc.tendsto 0).mono_left (nhdsWithin_le_nhds (s := Set.Ioi (0 : ℝ)))
  rw [h0] at h
  constructor
  · filter_upwards [hx, hS] with q hq hSq
    rw [hq.unique (plasmonSq_isGreatest n k f q hSq)]
    exact plasmonSq_pos n k f q hSq
  · refine h.congr' ?_
    filter_upwards [hx, hS] with q hq hSq
    exact (plasmonSq_isGreatest n k f q hSq).unique hq

/-- Plasmon dispersion with a constant exchange-correlation kernel, at positive density: the largest
root of the plasmon condition, a squared frequency, departs from `4 π n` as `q ^ 2` with coefficient
`3 k ^ 2 / 5 + n f`. -/
theorem plasmon_dispersion {n k f : ℝ} (hn : 0 < n) {x : ℝ → ℝ}
    (hx : ∀ᶠ q in 𝓝[>] 0, IsGreatest (plasmonRoots n k f q) (x q)) :
    Tendsto (fun q => (x q - 4 * Real.pi * n) / q ^ 2) (𝓝[>] 0)
      (𝓝 (3 * k ^ 2 / 5 + n * f)) := by
  have hp : 4 * Real.pi * n ≠ 0 := by positivity
  obtain ⟨hpos, hlim⟩ := tendsto_largest_root hn hx
  have h := (((tendsto_strength n f).div hlim hp).const_mul (3 * k ^ 2 / 5)).add_const (n * f)
  rw [div_self hp, mul_one] at h
  refine h.congr' ?_
  filter_upwards [hx, hpos, self_mem_nhdsWithin] with q hq hxq hq0
  have hq1 : q ≠ 0 := ne_of_gt hq0
  have hroot : x q ^ 2 = strength n f q * (x q + 3 * k ^ 2 * q ^ 2 / 5) := hq.1
  have hr : strength n f q / x q * x q = strength n f q := div_mul_cancel₀ _ hxq.ne'
  -- divide the quadratic condition by the root
  have hdiv : x q = strength n f q / x q * (x q + 3 * k ^ 2 * q ^ 2 / 5) := by
    apply mul_left_cancel₀ hxq.ne'
    linear_combination hroot - (x q + 3 * k ^ 2 * q ^ 2 / 5) * hr
  have hSdef : strength n f q = 4 * Real.pi * n + n * f * q ^ 2 := rfl
  show 3 * k ^ 2 / 5 * (strength n f q / x q) + n * f = (x q - 4 * Real.pi * n) / q ^ 2
  rw [eq_div_iff (pow_ne_zero 2 hq1)]
  linear_combination -hdiv - hr - hSdef

/-- At positive density, the plasmon frequency itself departs from `√(4 π n)` as `q ^ 2`, with
coefficient `(3 k ^ 2 / 5 + n f) / (2 √(4 π n))`. -/
theorem plasmon_frequency_dispersion {n k f : ℝ} (hn : 0 < n) {x : ℝ → ℝ}
    (hx : ∀ᶠ q in 𝓝[>] 0, IsGreatest (plasmonRoots n k f q) (x q)) :
    Tendsto (fun q => (Real.sqrt (x q) - Real.sqrt (4 * Real.pi * n)) / q ^ 2) (𝓝[>] 0)
      (𝓝 ((3 * k ^ 2 / 5 + n * f) / (2 * Real.sqrt (4 * Real.pi * n)))) := by
  have hp : 0 < 4 * Real.pi * n := by positivity
  have hsp : 0 < Real.sqrt (4 * Real.pi * n) := Real.sqrt_pos.mpr hp
  obtain ⟨hpos, hlim⟩ := tendsto_largest_root hn hx
  have hsum := ((Real.continuous_sqrt.tendsto _).comp hlim).add_const
    (Real.sqrt (4 * Real.pi * n))
  rw [← two_mul] at hsum
  refine ((plasmon_dispersion hn hx).div hsum (by positivity)).congr' ?_
  filter_upwards [hpos, self_mem_nhdsWithin] with q hxq hq0
  have hq1 : 0 < q := hq0
  have h1 := Real.sq_sqrt hxq.le
  have h2 := Real.sq_sqrt hp.le
  have h3 : 0 < Real.sqrt (x q) + Real.sqrt (4 * Real.pi * n) := by positivity
  -- difference of square roots as a difference of squares
  show (x q - 4 * Real.pi * n) / q ^ 2 / (Real.sqrt (x q) + Real.sqrt (4 * Real.pi * n))
    = (Real.sqrt (x q) - Real.sqrt (4 * Real.pi * n)) / q ^ 2
  rw [div_div, div_eq_div_iff (by positivity) (by positivity)]
  linear_combination (-q ^ 2) * h1 + q ^ 2 * h2

/-- If the kernel is so attractive that `3 k ^ 2 / 5 + n f < 0`, the squared plasmon frequency
lies below `4 π n` at all small wave numbers. -/
theorem negative_dispersion {n k f : ℝ} (hn : 0 < n) (hf : 3 * k ^ 2 / 5 + n * f < 0)
    {x : ℝ → ℝ} (hx : ∀ᶠ q in 𝓝[>] 0, IsGreatest (plasmonRoots n k f q) (x q)) :
    ∀ᶠ q in 𝓝[>] 0, x q < 4 * Real.pi * n := by
  filter_upwards [(plasmon_dispersion hn hx).eventually_lt_const hf, self_mem_nhdsWithin]
    with q hq hq0
  have hq1 : 0 < q := hq0
  rw [div_lt_iff₀ (by positivity), zero_mul] at hq
  linarith

end

end PlasmonDispersionLocalKernel
```

```lean
#print axioms PlasmonDispersionLocalKernel.resonance_iff_mem_plasmonRoots
-- 'PlasmonDispersionLocalKernel.resonance_iff_mem_plasmonRoots' depends on axioms: [propext, Classical.choice, Quot.sound]
#print axioms PlasmonDispersionLocalKernel.plasmon_dispersion
-- 'PlasmonDispersionLocalKernel.plasmon_dispersion' depends on axioms: [propext, Classical.choice, Quot.sound]
#print axioms PlasmonDispersionLocalKernel.plasmon_frequency_dispersion
-- 'PlasmonDispersionLocalKernel.plasmon_frequency_dispersion' depends on axioms: [propext, Classical.choice, Quot.sound]
#print axioms PlasmonDispersionLocalKernel.negative_dispersion
-- 'PlasmonDispersionLocalKernel.negative_dispersion' depends on axioms: [propext, Classical.choice, Quot.sound]
```

## The limit and the root it concerns

Write $x$ for the squared frequency, $q$ for the wave number and $S(q)=4\pi n+nfq^2$ for `strength n f q`. The set `plasmonRoots n k f q` contains the real solutions of

$$x^2=S(q)\left(x+\tfrac35k^2q^2\right).$$

The theorem `plasmon_dispersion` takes any function $x(q)$ that is the greatest element of this set (`IsGreatest`) for all sufficiently small $q>0$. If $n>0$, then

$$\frac{x(q)-4\pi n}{q^2}\to\frac{3k^2}{5}+nf\qquad(q\to0^+).$$

The filter `𝓝[>] 0` expresses the approach from positive $q$, and `∀ᶠ` means "for all small enough $q>0$". Both $k$ and $f$ may be any real numbers.

Two consequences follow. The frequency $\sqrt{x(q)}$ departs from $\sqrt{4\pi n}$ with $q^2$ coefficient $(3k^2/5+nf)/(2\sqrt{4\pi n})$. If $3k^2/5+nf<0$, then $x(q)<4\pi n$ at all small $q>0$.

## From linear response to a quadratic

In atomic units, `response` is the truncated density response of non-interacting electrons,

$$\chi=\frac{nq^2}{x}\left(1+\frac{3k^2q^2}{5x}\right).$$

The electrons interact through the Coulomb term $4\pi/q^2$ plus $f$, which stands for an exchange-correlation kernel independent of wave number and frequency, as in the adiabatic local approximation for a uniform gas. A plasmon is a resonance, where interaction times response equals one. For $q,x\neq0$,

$$\left(\frac{4\pi}{q^2}+f\right)\chi=\frac{S(q)\left(x+\frac35k^2q^2\right)}{x^2},$$

so the resonance condition is the quadratic above; this is `resonance_iff_mem_plasmonRoots`.

The truncated response is a definition here, not derived from the untruncated response of non-interacting electrons, and $k$ is not tied to $n$. Damping and frequency-dependent kernels are absent. Within this uniform-gas model, the limit gives a small-$q$ check for time-dependent density functional calculations with a constant kernel.

## Why the coefficient is $3k^2/5+nf$

Since $S(q)\to4\pi n>0$, the strength is positive at small $q$. The quadratic formula then gives the larger root,

$$x(q)=\frac{S+\sqrt{S^2+\frac{12}{5}Sk^2q^2}}{2}.$$

It is positive and tends to $4\pi n$. Dividing the quadratic by $x$ gives $x=S+\frac35k^2q^2\,S/x$, hence

$$\frac{x-4\pi n}{q^2}=nf+\frac{3k^2}{5}\frac{S}{x}.$$

Because $S/x\to1$, the limit follows.

The Lean proof takes the same route. `plasmonSq_isGreatest` checks that the explicit formula is a root and bounds every other root by completing the square. `tendsto_largest_root` obtains the limit $4\pi n$ from continuity and transfers it to $x(q)$, because a greatest element is unique. In `plasmon_dispersion`, `hdiv` is the quadratic divided by $x$, and the last `linear_combination` verifies the displayed identity after $q^2$ has been cleared.

For the frequency, the proof uses

$$\sqrt x-\sqrt{4\pi n}=\frac{x-4\pi n}{\sqrt x+\sqrt{4\pi n}},$$

whose denominator tends to $2\sqrt{4\pi n}$. For `negative_dispersion`, a quotient with a negative limit is eventually negative, and multiplying by $q^2>0$ gives $x<4\pi n$.

## Zero density and the wrong root

With $n=0$ the quadratic becomes $x^2=0$. Its only root is $x=0$, so the quotient is $0$ for every $q>0$, whereas the formula would give $3k^2/5$. The formula therefore fails whenever $k\neq0$, a case that the model allows only because it does not tie $k$ to $n$: in a real gas the Fermi velocity vanishes with the density.

The choice of root matters too. Take the simplified case $n>0$, $k=f=0$, which is not a real electron gas, since the Fermi velocity is positive at positive density. The roots are $0$ and $4\pi n$. Taking $x(q)=0$ makes the quotient $-4\pi n/q^2$, which diverges.

## A case with downward dispersion

Take $n=1/(4\pi)$, $k^2=5/3$ and $f=-8\pi$. Then $4\pi n=1$, $3k^2/5=1$ and $nf=-2$, so the predicted coefficient is $-1$. At $q=0.1$ the strength is $S=0.98$, and

$$x=\frac{0.98+\sqrt{0.9996}}{2}\approx0.98990,\qquad\frac{x-1}{q^2}\approx-1.010.$$

The squared frequency lies below $4\pi n=1$, and the quotient is already within about one per cent of its limit. The numbers are chosen for easy arithmetic and do not describe a real electron gas: $k$ is not the Fermi velocity belonging to this $n$, and $f$ is far more attractive than the local approximation gives at this density.
